# For a normalised CI vector, N − ∑ nᵢ² is the mean excitation rank between two independently drawn determinants

The theorem `defect_eq_excitation` concerns a normalised configuration-interaction vector of N electrons in a finite set of spin orbitals, with nᵢ the occupation number of orbital i in that fixed basis. It states that N − ∑ nᵢ² equals the sum, over all pairs of determinants S and T, of |c_S|²|c_T|² times the number of orbitals occupied in S but not in T. No Hamiltonian enters, and the orbitals need not be natural orbitals. The proof writes the left side as ∑ nᵢ(1 − nᵢ), expands nᵢ and 1 − nᵢ as weighted sums over determinants, and exchanges the sums. What remains is to count the orbitals of `S \ T` by a sum of indicators, and the attempt begins that count with the auxiliary fact `h0`.

This version doesn't compile in Lean 4 with Mathlib:

```lean
import Mathlib

open Finset

namespace OccupationIdempotency

noncomputable section

variable {ι : Type*} [Fintype ι] [DecidableEq ι]

/-- A normalised configuration-interaction vector of `N` electrons: `c S` is the amplitude of the
determinant in which the spin orbitals of `S` are occupied. -/
structure IsCIVector (N : ℕ) (c : Finset ι → ℂ) : Prop where
  card_eq : ∀ S, c S ≠ 0 → S.card = N
  normalized : ∑ S, ‖c S‖ ^ 2 = 1

/-- The occupation number of spin orbital `i`: the total weight of the determinants
containing `i`. -/
def occ (c : Finset ι → ℂ) (i : ι) : ℝ := ∑ S with i ∈ S, ‖c S‖ ^ 2

/-- An occupation number is the sum over all determinants, with weights `‖c S‖ ^ 2`, of the
indicator that the orbital is occupied. -/
lemma occ_eq (c : Finset ι → ℂ) (i : ι) :
    occ c i = ∑ S, ‖c S‖ ^ 2 * (if i ∈ S then (1 : ℝ) else 0) := by
  simp [occ, Finset.sum_filter]

/-- The occupation numbers add up to the number of electrons. -/
theorem sum_occ {N : ℕ} {c : Finset ι → ℂ} (h : IsCIVector N c) :
    ∑ i, occ c i = N := by
  simp only [occ_eq]
  refine Finset.sum_comm.trans ?_
  -- each determinant contributes its weight times its number of electrons
  have key : ∀ S : Finset ι,
      ∑ i, ‖c S‖ ^ 2 * (if i ∈ S then (1 : ℝ) else 0) = ‖c S‖ ^ 2 * N := by
    intro S
    rw [← Finset.mul_sum]
    by_cases hS : c S = 0
    · simp [hS]
    · rw [← h.card_eq S hS]
      simp
  rw [Finset.sum_congr rfl fun S _ => key S, ← Finset.sum_mul, h.normalized, one_mul]

/-- The idempotency defect `N - ∑ nᵢ²` is the sum of `nᵢ (1 - nᵢ)` over the spin orbitals. -/
theorem defect_eq_sum {N : ℕ} {c : Finset ι → ℂ} (h : IsCIVector N c) :
    (N : ℝ) - ∑ i, occ c i ^ 2 = ∑ i, occ c i * (1 - occ c i) := by
  rw [← sum_occ h, ← Finset.sum_sub_distrib]
  exact Finset.sum_congr rfl fun i _ => by ring

/-- The idempotency defect is the mean number of orbitals by which two determinants differ, when
both are drawn independently with the weights `|c_S|²`. -/
theorem defect_eq_excitation {N : ℕ} {c : Finset ι → ℂ} (h : IsCIVector N c) :
    (N : ℝ) - ∑ i, occ c i ^ 2 =
      ∑ S, ∑ T, ‖c S‖ ^ 2 * ‖c T‖ ^ 2 * ((S \ T).card : ℝ) := by
  have hcard : ∀ S T : Finset ι, ((S \ T).card : ℝ) =
      ∑ i, (if i ∈ S then (1 : ℝ) else 0) * (1 - if i ∈ T then (1 : ℝ) else 0) := by
    intro S T
    have h0 : ((S \ T).card : ℝ) = ∑ i, if i ∈ S \ T then (1 : ℝ) else 0 := by simp
    rw [h0]
    refine Finset.sum_congr rfl fun i _ => ?_
    by_cases h1 : i ∈ S <;> by_cases h2 : i ∈ T <;> simp [h1, h2]
  -- the hole number is the weight of the determinants lacking the orbital
  have hole : ∀ i, 1 - occ c i =
      ∑ T, ‖c T‖ ^ 2 * (1 - if i ∈ T then (1 : ℝ) else 0) := by
    intro i
    simp only [mul_sub, mul_one, Finset.sum_sub_distrib, h.normalized, occ_eq]
  calc (N : ℝ) - ∑ i, occ c i ^ 2 = ∑ i, occ c i * (1 - occ c i) := defect_eq_sum h
    _ = ∑ i, ∑ S, ∑ T, (‖c S‖ ^ 2 * (if i ∈ S then (1 : ℝ) else 0)) *
          (‖c T‖ ^ 2 * (1 - if i ∈ T then (1 : ℝ) else 0)) := by
        refine Finset.sum_congr rfl fun i _ => ?_
        rw [hole i, occ_eq, Finset.sum_mul_sum]
    _ = ∑ S, ∑ T, ∑ i, (‖c S‖ ^ 2 * (if i ∈ S then (1 : ℝ) else 0)) *
          (‖c T‖ ^ 2 * (1 - if i ∈ T then (1 : ℝ) else 0)) := by
        refine Finset.sum_comm.trans ?_
        exact Finset.sum_congr rfl fun S _ => Finset.sum_comm
    _ = _ := by
        refine Finset.sum_congr rfl fun S _ => Finset.sum_congr rfl fun T _ => ?_
        rw [hcard, Finset.mul_sum]
        exact Finset.sum_congr rfl fun i _ => by ring

end

end OccupationIdempotency
```

Compiling this gives:

```
Main.lean:57:76: error: unsolved goals
ι : Type u_1
inst✝¹ : Fintype ι
inst✝ : DecidableEq ι
N : ℕ
c : Finset ι → ℂ
h : IsCIVector N c
S T : Finset ι
⊢ #(S \ T) = #{x | x ∈ S ∧ x ∉ T}
```

This version goes through:

```diff
@@ -55,6 +55,8 @@
       ∑ i, (if i ∈ S then (1 : ℝ) else 0) * (1 - if i ∈ T then (1 : ℝ) else 0) := by
     intro S T
-    have h0 : ((S \ T).card : ℝ) = ∑ i, if i ∈ S \ T then (1 : ℝ) else 0 := by simp
-    rw [h0]
+    have h0 : ∀ U : Finset ι, (U.card : ℝ) = ∑ i, if i ∈ U then (1 : ℝ) else 0 := by
+      intro U
+      simp
+    rw [h0 (S \ T)]
     refine Finset.sum_congr rfl fun i _ => ?_
     by_cases h1 : i ∈ S <;> by_cases h2 : i ∈ T <;> simp [h1, h2]
```

Cause. The error is in the `simp` that should prove `h0`, which says that the size of `S \ T` is the sum over all orbitals of the indicator of `i ∈ S \ T`. The goal left over is true, but `simp` has not closed it. It has turned the sum of indicators into the size of a filtered set, and it has also unfolded membership in the difference into `x ∈ S ∧ x ∉ T`. Filtering all orbitals by `x ∈ U` gives back `U`, a step `simp` can make, but after the unfolding the condition no longer has that form. The left side still reads `S \ T`, so the two sides do not meet.

The repair states `h0` for an arbitrary set `U`. Membership in a variable set has nothing to unfold, so the filtered set simplifies to `U` and `simp` finishes. The rewrite then uses `h0 (S \ T)`, the general fact at the set needed, and gives the same sum as the original `h0` would have given.
